# Kato's cusp condition for a radial wavefunction with a bounded remainder potential

## A local energy that diverges at coalescence

Give two charged particles a trial function \(u(r)=r^l g(r)\) with \(g(0)\neq 0\) and the wrong slope \(g'(0)\). The local energy \(Hu/u\) then diverges like \(1/r\) as the particles meet, because the kinetic term does not cancel the Coulomb term. In quantum Monte Carlo, configurations sampled very close to coalescence then give local energies far from the mean. For a single radial equation whose remaining potential is bounded, the correct slope follows from a short limit.

## The equation and the cusp slope

Let \(r\) be the interparticle distance, \(l=0,1,2,\dots\) the angular momentum, \(\mu>0\) the reduced mass and \(q\) the product of the charges, in atomic units. The remaining potential \(W(r)\) is bounded for small \(r>0\); it stands for interactions that stay finite when the pair meets. Suppose that for small \(r>0\)

\[
-\frac{1}{2\mu}\left(u''+\frac{2u'}{r}-\frac{l(l+1)u}{r^2}\right)+\left(\frac{q}{r}+W\right)u=Eu .
\]

If this solution has the form \(u=r^l g\) with \(g\) of class \(C^2\) at 0, then

\[
g'(0)=\frac{\mu q}{l+1}\,g(0).
\]

Two electrons have \(\mu=1/2\) and \(q=1\), so \(g'(0)/g(0)\), where defined, is \(1/2\) for \(l=0\) and \(1/4\) for \(l=1\). Antisymmetry pairs these waves with the singlet and the triplet; spin itself does not enter the equation.

## From the radial equation to the slope

For \(r>0\), the product rule gives

\[
u'=r^l\left(g'+\frac{l g}{r}\right),\qquad
u''=r^l\left(g''+\frac{2l g'}{r}+\frac{l(l-1)g}{r^2}\right).
\]

In \(u''+2u'/r\) the coefficient of \(r^l g/r^2\) is \(l(l-1)+2l=l(l+1)\), which cancels the centrifugal term. What remains is \(r^l\,(g''+2(l+1)g'/r)\). Dividing the Schrödinger equation by \(r^l\), multiplying by \(2\mu r\) and rearranging gives

\[
r g''+2(l+1)g'=2\mu\,\bigl(q+r(W-E)\bigr)g .
\]

As \(r\to0^+\), \(rg''\) vanishes because \(g''\) is continuous, and \(rW\) vanishes because \(W\) is bounded. Hence \(2(l+1)g'(0)=2\mu q\,g(0)\).

Conversely, let \(g(0)\ne0\), let the slope be correct, and choose any \(E\). Put \(h=(l+1)g'-\mu q g\) and solve for the potential:

\[
W=E+\frac{g''/2+h/r}{\mu g}.
\]

Since \(h(0)=0\) and \(h\) is differentiable at 0, \(h/r\to h'(0)\). So \(W\) has a finite limit and is bounded near coalescence.

## What the Lean statements assume

`SolvesNearZero` says that the equation holds on some interval \(0<r<\delta\), expressed by the filter `𝓝[>] 0`; `BoundedNearZero` treats the bound on \(W\) in the same way. `radialHamiltonian` acts on \(u\) itself, through Lean's `deriv`. No normalisation or condition at large \(r\) is imposed.

The hypothesis `ContDiffAt ℝ 2 g 0` is two-sided, so a \(g\) known only for \(r\ge0\) needs a \(C^2\) extension. This regularity is assumed, whereas for a many-electron wavefunction it is a substantial part of the problem; there the remainder also depends on angles and on the other particles.

`kato_cusp` is the forward implication, and `kato_cusp_iff` adds the converse for \(g(0)\neq0\). In `triplet_cusp` the slope belongs to \(g\), not to \(u=rg\).

```lean
import Mathlib

open Filter Topology

namespace KatoCusp

noncomputable section

/-- The radial part of the Laplacian in three dimensions, at angular momentum `l`. -/
def radialLaplacian (l : ℕ) (u : ℝ → ℝ) (r : ℝ) : ℝ :=
  deriv (deriv u) r + 2 * deriv u r / r - l * (l + 1) * u r / r ^ 2

/-- The radial Hamiltonian for reduced mass `μ`, Coulomb strength `q` and a further
potential `W`, applied to `u` at distance `r`. -/
def radialHamiltonian (μ q : ℝ) (l : ℕ) (W u : ℝ → ℝ) (r : ℝ) : ℝ :=
  -radialLaplacian l u r / (2 * μ) + (q / r + W r) * u r

/-- `u` solves the radial Schrödinger equation with energy `E` for all small `r > 0`. -/
def SolvesNearZero (μ q E : ℝ) (l : ℕ) (W u : ℝ → ℝ) : Prop :=
  ∀ᶠ r in 𝓝[>] (0 : ℝ), radialHamiltonian μ q l W u r = E * u r

/-- The potential `W` is bounded for small `r > 0`. -/
def BoundedNearZero (W : ℝ → ℝ) : Prop :=
  ∃ C : ℝ, ∀ᶠ r in 𝓝[>] (0 : ℝ), |W r| ≤ C

/-- The derivative of a function that is `C^(m+1)` at a point is `C^m` there. -/
lemma contDiffAt_deriv {m n : WithTop ℕ∞} {f : ℝ → ℝ} {x : ℝ}
    (h : ContDiffAt ℝ n f x) (hmn : m + 1 ≤ n) : ContDiffAt ℝ m (deriv f) x := by
  have e : deriv f = fun y => fderiv ℝ f y 1 := by
    funext y
    rfl
  rw [e]
  exact (h.fderiv_right hmn).clm_apply contDiffAt_const

/-- A function that is `C^2` at a point has a first and a second derivative there, and the
second derivative is continuous at the point. -/
lemma derivs_of_C2 {g : ℝ → ℝ} {x : ℝ} (h : ContDiffAt ℝ 2 g x) :
    HasDerivAt g (deriv g x) x ∧ HasDerivAt (deriv g) (deriv (deriv g) x) x ∧
      ContinuousAt (deriv (deriv g)) x := by
  have h1 : ContDiffAt ℝ 1 (deriv g) x := contDiffAt_deriv h one_add_one_eq_two.le
  have h2 : ContDiffAt ℝ 0 (deriv (deriv g)) x := contDiffAt_deriv h1 (zero_add 1).le
  exact ⟨(h.differentiableAt (by norm_num)).hasDerivAt,
    (h1.differentiableAt (by norm_num)).hasDerivAt, h2.continuousAt⟩

/-- The product rule for `r^l f(r)` away from the origin. -/
lemma hasDerivAt_pow_mul (l : ℕ) {f : ℝ → ℝ} {f' r : ℝ} (hr : r ≠ 0)
    (hf : HasDerivAt f f' r) :
    HasDerivAt (fun x => x ^ l * f x) (r ^ l * (l * f r / r + f')) r := by
  have hp : HasDerivAt (fun x : ℝ => x ^ l) (l * r ^ l / r) r := by
    refine (hasDerivAt_pow l r).congr_deriv ?_
    cases l with
    | zero => simp
    | succ n =>
      rw [Nat.add_sub_cancel, pow_succ]
      field_simp
  exact (hp.fun_mul hf).congr_deriv (by ring)

/-- Splitting off the factor `r^l` removes the centrifugal term from the radial Laplacian. -/
theorem radialLaplacian_pow_mul (l : ℕ) {g : ℝ → ℝ} {r : ℝ} (hr : r ≠ 0)
    (hg : ContDiffAt ℝ 2 g r) :
    radialLaplacian l (fun x => x ^ l * g x) r =
      r ^ l * (deriv (deriv g) r + 2 * (l + 1) * deriv g r / r) := by
  obtain ⟨d1, d2, -⟩ := derivs_of_C2 hg
  -- the first derivative, in a whole neighbourhood of `r`
  have h1 : deriv (fun x => x ^ l * g x) =ᶠ[𝓝 r]
      fun x => x ^ l * (l * g x / x + deriv g x) := by
    filter_upwards [hg.eventually (by simp), isOpen_ne.mem_nhds hr] with x hx hx0
    exact (hasDerivAt_pow_mul l hx0 (derivs_of_C2 hx).1).deriv
  have h2 : HasDerivAt (fun x => l * g x / x + deriv g x)
      ((l * deriv g r * r - l * g r * 1) / r ^ 2 + deriv (deriv g) r) r :=
    ((d1.const_mul (l : ℝ)).fun_div (hasDerivAt_id' r) hr).fun_add d2
  have h3 := h1.deriv_eq.trans (hasDerivAt_pow_mul l hr h2).deriv
  simp only [radialLaplacian]
  rw [h3, h1.eq_of_nhds]
  field_simp
  ring

/-- At `r ≠ 0` the radial Schrödinger equation for `r^l g` is equivalent to an equation
for `g` without any division by `r`. -/
theorem schrodinger_iff_regular {μ q E r : ℝ} (l : ℕ) {W g : ℝ → ℝ} (hμ : μ ≠ 0)
    (hr : r ≠ 0) (hg : ContDiffAt ℝ 2 g r) :
    radialHamiltonian μ q l W (fun x => x ^ l * g x) r = E * (r ^ l * g r) ↔
      r * deriv (deriv g) r + 2 * (l + 1) * deriv g r =
        2 * μ * (q + (r * W r - r * E)) * g r := by
  have hc : r ^ l / (2 * μ * r) ≠ 0 :=
    div_ne_zero (pow_ne_zero l hr) (mul_ne_zero (mul_ne_zero two_ne_zero hμ) hr)
  have key : radialHamiltonian μ q l W (fun x => x ^ l * g x) r - E * (r ^ l * g r) =
      r ^ l / (2 * μ * r) * (2 * μ * (q + (r * W r - r * E)) * g r -
        (r * deriv (deriv g) r + 2 * (l + 1) * deriv g r)) := by
    simp only [radialHamiltonian]
    rw [radialLaplacian_pow_mul l hr hg]
    field_simp
    ring
  constructor
  · intro h
    have h0 := (mul_eq_zero.mp (key.symm.trans (sub_eq_zero.mpr h))).resolve_left hc
    linarith
  · intro h
    apply sub_eq_zero.mp
    rw [key, h, sub_self, mul_zero]

/-- **Kato's cusp condition** at angular momentum `l`: if `g` is `C^2` at 0, `W` is bounded for
small `r > 0` and `r^l g` solves the radial Schrödinger equation near coalescence, then `g'(0) = μ q
g(0) / (l + 1)`. -/
theorem kato_cusp {μ q E : ℝ} {l : ℕ} {W g : ℝ → ℝ} (hμ : 0 < μ)
    (hg : ContDiffAt ℝ 2 g 0) (hW : BoundedNearZero W)
    (hu : SolvesNearZero μ q E l W (fun r => r ^ l * g r)) :
    deriv g 0 = μ * q * g 0 / (l + 1) := by
  obtain ⟨C, hC⟩ := hW
  obtain ⟨d1, d2, c2⟩ := derivs_of_C2 hg
  have hle : 𝓝[>] (0 : ℝ) ≤ 𝓝 0 := nhdsWithin_le_nhds
  have id0 : Tendsto (fun r : ℝ => r) (𝓝[>] 0) (𝓝 0) := hle
  -- `r` times a bounded potential tends to 0 at coalescence
  have hrW : Tendsto (fun r => r * W r) (𝓝[>] 0) (𝓝 0) := by
    refine squeeze_zero_norm' (a := fun r => r * C) ?_ (by simpa using id0.mul_const C)
    filter_upwards [hC, self_mem_nhdsWithin] with r h hr
    have hr' : 0 < r := hr
    rw [Real.norm_eq_abs, abs_mul, abs_of_pos hr']
    exact mul_le_mul_of_nonneg_left h hr'.le
  have hL := (id0.mul (c2.tendsto.mono_left hle)).add
    ((d2.continuousAt.tendsto.mono_left hle).const_mul (2 * ((l : ℝ) + 1)))
  have hR := (((hrW.sub (id0.mul_const E)).const_add q).const_mul (2 * μ)).mul
    (d1.continuousAt.tendsto.mono_left hle)
  have hu' : ∀ᶠ r in 𝓝[>] (0 : ℝ),
      radialHamiltonian μ q l W (fun x => x ^ l * g x) r = E * (r ^ l * g r) := hu
  have heq : ∀ᶠ r in 𝓝[>] (0 : ℝ), r * deriv (deriv g) r + 2 * (l + 1) * deriv g r =
      2 * μ * (q + (r * W r - r * E)) * g r := by
    filter_upwards [hu', (hg.eventually (by simp)).filter_mono hle,
      self_mem_nhdsWithin] with r h hgr hr
    exact (schrodinger_iff_regular l hμ.ne' (ne_of_gt hr) hgr).mp h
  -- compare the two limits at coalescence
  have lim := tendsto_nhds_unique (hL.congr' heq) hR
  have hl : (l : ℝ) + 1 ≠ 0 := by positivity
  rw [eq_div_iff hl]
  linear_combination lim / 2

/-- If `g` is `C^2` at 0 and `g(0) ≠ 0`, the cusp condition holds exactly when `r^l g` solves the
radial Schrödinger equation near coalescence for some bounded additional potential. -/
theorem kato_cusp_iff {μ q : ℝ} (E : ℝ) {l : ℕ} {g : ℝ → ℝ} (hμ : 0 < μ)
    (hg : ContDiffAt ℝ 2 g 0) (h0 : g 0 ≠ 0) :
    (∃ W, BoundedNearZero W ∧ SolvesNearZero μ q E l W (fun r => r ^ l * g r)) ↔
      deriv g 0 = μ * q * g 0 / (l + 1) := by
  constructor
  · rintro ⟨W, hW, hu⟩
    exact kato_cusp hμ hg hW hu
  intro hcusp
  obtain ⟨d1, d2, c2⟩ := derivs_of_C2 hg
  have hle : 𝓝[>] (0 : ℝ) ≤ 𝓝 0 := nhdsWithin_le_nhds
  have hl : (l : ℝ) + 1 ≠ 0 := by positivity
  -- the cusp defect `h` vanishes at 0 and is differentiable there, so `h r / r` has a finite limit
  obtain ⟨h, hh⟩ : ∃ h : ℝ → ℝ, ∀ r, h r = (l + 1) * deriv g r - μ * q * g r :=
    ⟨_, fun _ => rfl⟩
  have hz : h 0 = 0 := by
    rw [hh, hcusp]
    field_simp
    try ring
  have hd : HasDerivAt h ((l + 1) * deriv (deriv g) 0 - μ * q * deriv g 0) 0 := by
    rw [funext hh]
    exact (d2.const_mul ((l : ℝ) + 1)).fun_sub (d1.const_mul (μ * q))
  have hs : Tendsto (fun r => h r / r) (𝓝[>] 0)
      (𝓝 ((l + 1) * deriv (deriv g) 0 - μ * q * deriv g 0)) := by
    refine ((hasDerivAt_iff_tendsto_slope.mp hd).mono_left
      (nhdsWithin_mono 0 fun x hx => ne_of_gt hx)).congr fun r => ?_
    rw [slope_def_field, hz, sub_zero, sub_zero]
  have hT := ((((c2.tendsto.mono_left hle).div_const 2).add hs).div
    ((d1.continuousAt.tendsto.mono_left hle).const_mul μ)
    (mul_ne_zero hμ.ne' h0)).const_add E
  refine ⟨fun r => E + (deriv (deriv g) r / 2 + h r / r) / (μ * g r),
    ⟨_, hT.abs.eventually_le_const (lt_add_one _)⟩, ?_⟩
  unfold SolvesNearZero
  filter_upwards [(hg.eventually (by simp)).filter_mono hle, self_mem_nhdsWithin,
    (d1.continuousAt.eventually_ne h0).filter_mono hle] with r hgr hr hgr0
  have hr0 : r ≠ 0 := ne_of_gt hr
  refine (schrodinger_iff_regular l hμ.ne' hr0 hgr).mpr ?_
  have hμ0 := hμ.ne'
  rw [hh]
  field_simp
  ring

/-- Two electrons (`μ = 1/2`, `q = 1`) in a relative s wave, the singlet case: under the hypotheses
of `kato_cusp`, the slope at coalescence is half the value. -/
theorem singlet_cusp {E : ℝ} {W g : ℝ → ℝ} (hg : ContDiffAt ℝ 2 g 0)
    (hW : BoundedNearZero W) (hu : SolvesNearZero (1 / 2) 1 E 0 W g) :
    deriv g 0 = 1 / 2 * g 0 := by
  have h := kato_cusp (μ := 1 / 2) (q := 1) (E := E) (l := 0) (by norm_num) hg hW
    (by simpa using hu)
  rw [h]
  push_cast
  ring

/-- Two electrons (`μ = 1/2`, `q = 1`) in a relative p wave `r g(r)`, the triplet case: under the
hypotheses of `kato_cusp`, the slope of `g` at coalescence is a quarter of its value. -/
theorem triplet_cusp {E : ℝ} {W g : ℝ → ℝ} (hg : ContDiffAt ℝ 2 g 0)
    (hW : BoundedNearZero W) (hu : SolvesNearZero (1 / 2) 1 E 1 W (fun r => r * g r)) :
    deriv g 0 = 1 / 4 * g 0 := by
  have h := kato_cusp (μ := 1 / 2) (q := 1) (E := E) (l := 1) (by norm_num) hg hW
    (by simpa using hu)
  rw [h]
  push_cast
  ring

/-- The function `r^l exp(μ q r / (l + 1))` solves the pure Coulomb radial equation at
every `r > 0`, with energy `-μ q² / (2 (l + 1)²)`. -/
theorem coulomb_witness {μ : ℝ} (q : ℝ) (l : ℕ) (hμ : 0 < μ) {r : ℝ} (hr : 0 < r) :
    radialHamiltonian μ q l (fun _ => 0)
        (fun x => x ^ l * Real.exp (μ * q / (l + 1) * x)) r =
      -(μ * q ^ 2 / (2 * (l + 1) ^ 2)) * (r ^ l * Real.exp (μ * q / (l + 1) * r)) := by
  have hl : (l : ℝ) + 1 ≠ 0 := by positivity
  have hd : ∀ a x : ℝ, HasDerivAt (fun y => Real.exp (a * y)) (a * Real.exp (a * x)) x :=
    fun a x => (((hasDerivAt_id' x).const_mul a).exp).congr_deriv (by ring)
  have e1 : ∀ a : ℝ, deriv (fun y => Real.exp (a * y)) = fun y => a * Real.exp (a * y) :=
    fun a => funext fun x => (hd a x).deriv
  have hg : ContDiffAt ℝ 2 (fun x => Real.exp (μ * q / (l + 1) * x)) r :=
    (contDiffAt_const.mul contDiffAt_id).exp
  refine (schrodinger_iff_regular l hμ.ne' hr.ne' hg).mpr ?_
  rw [e1, ((hd _ r).const_mul _).deriv]
  field_simp
  ring

end

end KatoCusp
```

```lean
#print axioms KatoCusp.kato_cusp_iff
-- 'KatoCusp.kato_cusp_iff' depends on axioms: [propext, Classical.choice, Quot.sound]
#print axioms KatoCusp.singlet_cusp
-- 'KatoCusp.singlet_cusp' depends on axioms: [propext, Classical.choice, Quot.sound]
#print axioms KatoCusp.triplet_cusp
-- 'KatoCusp.triplet_cusp' depends on axioms: [propext, Classical.choice, Quot.sound]
```

## How the proof follows the calculation

`derivs_of_C2` extracts the two derivatives and the continuity of \(g''\). `hasDerivAt_pow_mul` is the product rule, written with \(l/r\) so that \(l=0\) needs no separate formula. `radialLaplacian_pow_mul` applies it twice; its step `h1` gives \(u'\) on a whole neighbourhood, as the second differentiation requires.

In `schrodinger_iff_regular`, the identity `key` writes the error in the Schrödinger equation as a nonzero factor times the error in the regular equation, so each vanishes exactly when the other does.

In `kato_cusp`, `hrW` squeezes \(rW\) to zero, `hL` and `hR` are the limits of the two sides, and `tendsto_nhds_unique` equates them. For the converse, `hs` is the limit of \(h/r\) as a difference quotient, and `hT` is the limit of \(W\), which supplies the bound.

`coulomb_witness` checks that \(r^l e^{\mu q r/(l+1)}\) solves the equation with \(W=0\) and \(E=-\mu q^2/(2(l+1)^2)\). For \(q<0\) these are the nodeless hydrogen-like bound states; for \(q>0\) they still solve the equation at every \(r>0\), but they grow with \(r\) and cannot be normalised.
